# In the superposition model, an evenly spaced ring of three or more identical ligands gives E = 0 and D ∝ 3cos²t − 1

## One ligand over the x axis, none over the y axis: how can E vanish?

For \(n\ge 3\) identical ligands at the same distance from the metal ion and the same polar angle \(t\) from the \(z\) axis, evenly spaced in azimuth, the superposition model is said to give a purely axial zero-field splitting, with \(E=0\) and \(D\) proportional to \(3\cos^2t-1\). I can accept this for four ligands, where a quarter turn exchanges \(x\) and \(y\). With three ligands I get stuck. If I put one of them over the \(x\) axis, there is none over the \(y\) axis, and no rotation that maps the ring to itself takes \(x\) to \(y\). Why should the splitting tensor have equal \(xx\) and \(yy\) components? And does the answer depend on how I turn the ring about \(z\)?

## The tensor sees only two azimuthal harmonics, and three ligands cancel both

\(E\) is exactly zero for three ligands, and for any larger number, however the ring is turned about \(z\). If \(u_k\) is the unit vector from the metal ion to ligand \(k\), then

\[
\sum_{k=0}^{n-1}\left(3u_ku_k^{T}-1\right)=\frac{n(3\cos^2t-1)}{2}\,\mathrm{diag}(-1,-1,2)\qquad(n\ge 3).
\]

In your example the azimuths are \(0\), \(120^\circ\) and \(240^\circ\). The squared cosines add up to \(1+\tfrac14+\tfrac14=\tfrac32\), and the squared sines to \(0+\tfrac34+\tfrac34=\tfrac32\). The two ligands off the \(x\) axis make up for the one missing over \(y\).

### From one ligand to the ring

In the superposition model each ligand adds its own contribution \(\tfrac{b_k}{3}(3u_ku_k^T-1)\) to the zero-field-splitting tensor \(T\). The intrinsic parameter \(b_k\), often written \(\bar b_2(R)\), is an empirical energy: the \(D\) that this kind of ligand, at its distance \(R\), would produce alone on the \(z\) axis. Identical ligands at equal distance share one value \(b\).

Take a ligand at azimuth \(p\), so that \(u=(\sin t\cos p,\ \sin t\sin p,\ \cos t)\). With \(\cos^2p=\tfrac12(1+\cos 2p)\), the first diagonal entry of \(3uu^T-1\) is

\[
3\sin^2t\cos^2p-1=-\frac{3\cos^2t-1}{2}+\frac32\sin^2t\cos 2p .
\]

The \(yy\) entry is the same with the sign of the \(\cos 2p\) term reversed, and the \(zz\) entry is \(3\cos^2t-1\). Off the diagonal,

\[
xy:\ \tfrac32\sin^2t\sin 2p,\qquad xz:\ 3\sin t\cos t\cos p,\qquad yz:\ 3\sin t\cos t\sin p .
\]

So one ligand gives an axial part \(\tfrac{3\cos^2t-1}{2}\,\mathrm{diag}(-1,-1,2)\), which does not depend on \(p\), plus terms that vary as the first and second harmonics of \(p\). Nothing higher appears, because the tensor is quadratic in \(u\).

Now let the azimuths be \(\varphi_k=\varphi+2\pi k/n\) for \(k=0,\dots,n-1\), with an arbitrary offset \(\varphi\). Write \(\zeta=e^{2\pi i/n}\). For a harmonic \(m\) that is not a multiple of \(n\), \(\zeta^m\neq1\), and the geometric sum gives

\[
\sum_{k=0}^{n-1}e^{im\varphi_k}=e^{im\varphi}\sum_{k=0}^{n-1}(\zeta^m)^k=e^{im\varphi}\,\frac{\zeta^{mn}-1}{\zeta^m-1}=0,
\]

since \(\zeta^n=1\). The real and imaginary parts are the sums of \(\cos m\varphi_k\) and \(\sin m\varphi_k\). If \(n\ge3\), then \(n\) divides neither 1 nor 2, so both harmonics cancel and \(n\) copies of the axial part remain. The offset enters only through the prefactor \(e^{im\varphi}\), so turning the ring changes nothing.

Multiplying by \(b/3\) gives \(T=\tfrac{nb(3\cos^2t-1)}{6}\,\mathrm{diag}(-1,-1,2)\), and therefore

\[
E=\frac{T_{xx}-T_{yy}}{2}=0,\qquad D=T_{zz}-\frac{T_{xx}+T_{yy}}{2}=\frac{nb(3\cos^2t-1)}{2}.
\]

Since \(T=\tfrac D3\,\mathrm{diag}(-1,-1,2)\), the spin Hamiltonian is

\[
\sum_{i,j}T_{ij}S_iS_j=\frac D3\left(2S_z^2-S_x^2-S_y^2\right)=D\left(S_z^2-\tfrac13(S_x^2+S_y^2+S_z^2)\right).
\]

Writing \(D=\tfrac{3n}{2}\,b\,(\cos^2t-\tfrac13)\) shows the sign: for \(b\neq0\), \(D\) has the sign of \(b\) when \(\cos^2t>\tfrac13\), the opposite sign when \(\cos^2t<\tfrac13\), and vanishes in between, at \(t\approx54.7^\circ\) or \(125.3^\circ\).

Two ligands behave differently. At azimuths \(0\) and \(\pi\) the second harmonic is \(\cos 0+\cos 2\pi=2\), and the two contributions to \(E\) add to \(b\sin^2t\). The condition \(n\ge3\) therefore can't be relaxed to \(n\ge2\). This \(E\) refers to the frame with \(z\) along the ring's axis. At \(t=90^\circ\) both ligands lie on the \(x\) axis, on opposite sides of the ion, and the splitting is then axial about \(x\), even though \(E\) in this frame is not zero.

### The same result in Lean

```lean
import Mathlib

open Matrix

namespace LigandRingZeroFieldSplitting

noncomputable section

/-- The azimuth `φ + 2πk/n` of ligand `k` in a ring of `n` equally spaced ligands;
a ligand label `k : Fin n` exists only for `n > 0`. -/
def azimuth {n : ℕ} (φ : ℝ) (k : Fin n) : ℝ := φ + 2 * Real.pi * (k : ℕ) / n

/-- The unit vector with polar angle `t` and azimuth `p`. -/
def direction (t p : ℝ) : Fin 3 → ℝ :=
  ![Real.sin t * Real.cos p, Real.sin t * Real.sin p, Real.cos t]

/-- The direction of ligand `k` in a ring at polar angle `t`, turned by `φ` about the axis. -/
def ringDirection {n : ℕ} (t φ : ℝ) (k : Fin n) : Fin 3 → ℝ := direction t (azimuth φ k)

/-- The tensor `3uuᵀ - 1` of a ligand in direction `u`. -/
def ligandTensor (u : Fin 3 → ℝ) : Matrix (Fin 3) (Fin 3) ℝ :=
  (3 : ℝ) • vecMulVec u u - 1

/-- The superposition-model zero-field-splitting tensor: each ligand, with intrinsic
parameter `b k` and direction `u k`, contributes `(b k / 3) (3uuᵀ - 1)`. -/
def zfsTensor {ι : Type*} [Fintype ι] (b : ι → ℝ) (u : ι → Fin 3 → ℝ) :
    Matrix (Fin 3) (Fin 3) ℝ :=
  ∑ k, (b k / 3) • ligandTensor (u k)

/-- The axial parameter `D = T_zz - (T_xx + T_yy)/2` of a tensor `T`. -/
def axialD (T : Matrix (Fin 3) (Fin 3) ℝ) : ℝ := T 2 2 - (T 0 0 + T 1 1) / 2

/-- The rhombic parameter `E = (T_xx - T_yy)/2` of a tensor `T`. -/
def rhombicE (T : Matrix (Fin 3) (Fin 3) ℝ) : ℝ := (T 0 0 - T 1 1) / 2

/-- The spin Hamiltonian `∑ T_ij S_i S_j` for a tensor `T` and three spin operators `S`. -/
def spinHamiltonian {A : Type*} [Ring A] [Algebra ℝ A]
    (T : Matrix (Fin 3) (Fin 3) ℝ) (S : Fin 3 → A) : A :=
  ∑ i, ∑ j, T i j • (S i * S j)

/-- The phases `exp(i m φ_k)` of a ring of `n` ligands cancel when `n` does not divide `m`. -/
theorem sum_phase_eq_zero {n m : ℕ} (h : ¬ n ∣ m) (φ : ℝ) :
    ∑ k : Fin n, Complex.exp (((m * azimuth φ k : ℝ) : ℂ) * Complex.I) = 0 := by
  rcases eq_or_ne n 0 with rfl | hn
  · simp
  have hz := Complex.isPrimitiveRoot_exp n hn
  set ζ := Complex.exp (2 * Real.pi * Complex.I / n) with hζ
  have h1 : ζ ^ m ≠ 1 := fun h' => h ((hz.pow_eq_one_iff_dvd m).1 h')
  -- the geometric sum over a nontrivial root of unity vanishes
  have hsum : ∑ k ∈ Finset.range n, (ζ ^ m) ^ k = 0 := by
    rw [geom_sum_eq h1, ← pow_mul, mul_comm m n, pow_mul, hz.pow_eq_one, one_pow,
      sub_self, zero_div]
  have hterm : ∀ k : Fin n, Complex.exp (((m * azimuth φ k : ℝ) : ℂ) * Complex.I)
      = Complex.exp (m * φ * Complex.I) * (ζ ^ m) ^ (k : ℕ) := by
    intro k
    rw [← pow_mul, hζ, ← Complex.exp_nat_mul, ← Complex.exp_add]
    congr 1
    simp only [azimuth]
    push_cast
    ring
  rw [Finset.sum_congr rfl (fun k _ => hterm k), ← Finset.mul_sum,
    Fin.sum_univ_eq_sum_range (fun k : ℕ => (ζ ^ m) ^ k) n, hsum, mul_zero]

/-- The sums of `cos(m φ_k)` and of `sin(m φ_k)` over a ring of `n` ligands vanish when
`n` does not divide `m`. -/
theorem sum_cos_sin_eq_zero {n m : ℕ} (h : ¬ n ∣ m) (φ : ℝ) :
    ∑ k : Fin n, Real.cos (m * azimuth φ k) = 0 ∧
      ∑ k : Fin n, Real.sin (m * azimuth φ k) = 0 := by
  have hre := congrArg Complex.re (sum_phase_eq_zero h φ)
  have him := congrArg Complex.im (sum_phase_eq_zero h φ)
  rw [Complex.re_sum] at hre
  rw [Complex.im_sum] at him
  simp only [Complex.exp_ofReal_mul_I_re, Complex.zero_re] at hre
  simp only [Complex.exp_ofReal_mul_I_im, Complex.zero_im] at him
  exact ⟨hre, him⟩

/-- The tensor of one ligand is an axial part independent of the azimuth `p`, plus parts
that vary as the second and the first harmonics of `p`. -/
theorem ligandTensor_harmonics (t p : ℝ) :
    ligandTensor (direction t p) =
      ((3 * Real.cos t ^ 2 - 1) / 2) • Matrix.diagonal ![-1, -1, 2]
      + (3 / 2 * Real.sin t ^ 2 * Real.cos (2 * p)) • !![1, 0, 0; 0, -1, 0; 0, 0, 0]
      + (3 / 2 * Real.sin t ^ 2 * Real.sin (2 * p)) • !![0, 1, 0; 1, 0, 0; 0, 0, 0]
      + (3 * Real.sin t * Real.cos t * Real.cos p) • !![0, 0, 1; 0, 0, 0; 1, 0, 0]
      + (3 * Real.sin t * Real.cos t * Real.sin p) • !![0, 0, 0; 0, 0, 1; 0, 1, 0] := by
  have ht := Real.sin_sq_add_cos_sq t
  have hp := Real.sin_sq_add_cos_sq p
  rw [Real.cos_two_mul, Real.sin_two_mul]
  ext i j
  fin_cases i <;> fin_cases j <;>
    simp [ligandTensor, direction] <;> grind

/-- For `n ≥ 3` equally spaced ligands at polar angle `t`, the sum of `3uuᵀ - 1` is
`(n(3cos²t - 1)/2) diag(-1, -1, 2)`. -/
theorem sum_ligandTensor_ring {n : ℕ} (hn : 3 ≤ n) (t φ : ℝ) :
    ∑ k : Fin n, ligandTensor (ringDirection t φ k) =
      (n * (3 * Real.cos t ^ 2 - 1) / 2) • Matrix.diagonal ![-1, -1, 2] := by
  -- three or more ligands cancel both the first and the second harmonic
  have d1 : ¬ n ∣ 1 := fun h => by
    have := Nat.le_of_dvd (by norm_num) h
    omega
  have d2 : ¬ n ∣ 2 := fun h => by
    have := Nat.le_of_dvd (by norm_num) h
    omega
  obtain ⟨c1, s1⟩ := sum_cos_sin_eq_zero d1 φ
  obtain ⟨c2, s2⟩ := sum_cos_sin_eq_zero d2 φ
  simp only [Nat.cast_one, one_mul] at c1 s1
  simp only [Nat.cast_ofNat] at c2 s2
  simp only [ringDirection, ligandTensor_harmonics, Finset.sum_add_distrib,
    ← Finset.sum_smul, ← Finset.mul_sum, c1, s1, c2, s2, mul_zero, zero_smul, add_zero,
    Finset.sum_const, Finset.card_univ, Fintype.card_fin, nsmul_eq_mul]
  rw [mul_div_assoc]

/-- A ring of `n ≥ 3` identical ligands with intrinsic parameter `b` has rhombic parameter
`E = 0` and axial parameter `D = n b (3cos²t - 1)/2`. -/
theorem ring_zfs_parameters {n : ℕ} (hn : 3 ≤ n) (b t φ : ℝ) :
    rhombicE (zfsTensor (fun _ : Fin n => b) (ringDirection t φ)) = 0 ∧
      axialD (zfsTensor (fun _ : Fin n => b) (ringDirection t φ)) =
        n * b * (3 * Real.cos t ^ 2 - 1) / 2 := by
  rw [zfsTensor, ← Finset.smul_sum, sum_ligandTensor_ring hn]
  constructor
  · simp [rhombicE]
  · simp [axialD]
    ring

/-- For `n ≥ 3` identical ligands in a ring, the sign of `D` is the sign of the intrinsic
parameter `b` times the sign of `cos²t - 1/3`. -/
theorem sign_axialD_ring {n : ℕ} (hn : 3 ≤ n) (b t φ : ℝ) :
    SignType.sign (axialD (zfsTensor (fun _ : Fin n => b) (ringDirection t φ))) =
      SignType.sign b * SignType.sign (Real.cos t ^ 2 - 1 / 3) := by
  have hpos : (0 : ℝ) < 3 * n / 2 := by
    have : (0 : ℝ) < n := by exact_mod_cast (by omega : 0 < n)
    positivity
  have hD : (n : ℝ) * b * (3 * Real.cos t ^ 2 - 1) / 2 =
      3 * n / 2 * (b * (Real.cos t ^ 2 - 1 / 3)) := by ring
  rw [(ring_zfs_parameters hn b t φ).2, hD, sign_mul, sign_pos hpos, one_mul, sign_mul]

/-- For `n ≥ 3` identical ligands in a ring, the spin Hamiltonian is
`D (S_z² - (S_x² + S_y² + S_z²)/3)` with `D = n b (3cos²t - 1)/2`. -/
theorem spinHamiltonian_ring {A : Type*} [Ring A] [Algebra ℝ A] {n : ℕ} (hn : 3 ≤ n)
    (b t φ : ℝ) (S : Fin 3 → A) :
    spinHamiltonian (zfsTensor (fun _ : Fin n => b) (ringDirection t φ)) S =
      (n * b * (3 * Real.cos t ^ 2 - 1) / 2) •
        (S 2 ^ 2 - (1 / 3 : ℝ) • (S 0 ^ 2 + S 1 ^ 2 + S 2 ^ 2)) := by
  rw [zfsTensor, ← Finset.smul_sum, sum_ligandTensor_ring hn]
  simp only [spinHamiltonian, Fin.sum_univ_three, Matrix.smul_apply, Matrix.diagonal_apply,
    smul_eq_mul, pow_two]
  simp
  module

/-- Two ligands with the same intrinsic parameter `b`, at polar angle `t` and azimuths `0` and `π`,
have rhombic parameter `E = b sin²t`. -/
theorem rhombicE_two_ligands (b t : ℝ) :
    rhombicE (zfsTensor (fun _ : Fin 2 => b) (ringDirection t 0)) = b * Real.sin t ^ 2 := by
  have h0 : azimuth 0 (0 : Fin 2) = 0 := by simp [azimuth]
  have h1 : azimuth 0 (1 : Fin 2) = Real.pi := by simp [azimuth]
  simp [rhombicE, zfsTensor, Fin.sum_univ_two, ringDirection, h0, h1, ligandTensor,
    direction]
  ring

end

end LigandRingZeroFieldSplitting
```

```lean
#print axioms LigandRingZeroFieldSplitting.sum_ligandTensor_ring
-- 'LigandRingZeroFieldSplitting.sum_ligandTensor_ring' depends on axioms: [propext, Classical.choice, Quot.sound]
#print axioms LigandRingZeroFieldSplitting.sign_axialD_ring
-- 'LigandRingZeroFieldSplitting.sign_axialD_ring' depends on axioms: [propext, Classical.choice, Quot.sound]
#print axioms LigandRingZeroFieldSplitting.spinHamiltonian_ring
-- 'LigandRingZeroFieldSplitting.spinHamiltonian_ring' depends on axioms: [propext, Classical.choice, Quot.sound]
#print axioms LigandRingZeroFieldSplitting.rhombicE_two_ligands
-- 'LigandRingZeroFieldSplitting.rhombicE_two_ligands' depends on axioms: [propext, Classical.choice, Quot.sound]
```

### What the theorems say about the ion

The indices 0, 1, 2 of `Fin 3` stand for \(x,y,z\). A ligand label is `k : Fin n`, which runs from 0 to \(n-1\) as above. `azimuth φ k` is \(\varphi_k\), `direction t p` is the unit vector at polar angle \(t\) (the usual \(\theta\)) and azimuth \(p\), and `ringDirection t φ k` combines the two. Angles are real numbers in radians, with no range imposed. In `ligandTensor`, `vecMulVec u u` is \(uu^T\) and `1` is the identity matrix.

`zfsTensor b u` is the superposition-model tensor for any finite set of ligands, each with its own parameter and direction. The theorems about rings use it with the constant function `fun _ : Fin n => b`, which is how "identical ligands at equal distance" enters. The tensor is called `T`, where textbooks often write \(\mathbf D\); the scalars \(D\) and \(E\) are `axialD T` and `rhombicE T`. They are read off in the fixed frame whose \(z\) axis is the ring's axis.

- `sum_ligandTensor_ring` is the matrix identity at the top of this answer, for every \(n\ge3\), every \(t\) and every offset \(\varphi\).
- `ring_zfs_parameters` gives \(E=0\) and \(D=nb(3\cos^2t-1)/2\), for \(b\) of either sign.
- `sign_axialD_ring` is the sign rule. `SignType.sign` takes the values \(-1\), 0 and 1, so the equation includes the cases where \(D\) vanishes.
- `spinHamiltonian_ring` is the operator form. The three "spin operators" are arbitrary elements of a real algebra, and no commutation relations are assumed. The spin matrices of any spin are one instance, and for them \(S_x^2+S_y^2+S_z^2\) is \(S(S+1)\) times the identity.
- `rhombicE_two_ligands` is the case of two ligands with offset 0.

The step from here to a real complex is the superposition model itself: that the zero-field splitting is a sum of ligand contributions, each axially symmetric about its own metal–ligand direction. This is built into the definition of `zfsTensor` and is not derived from the electronic structure. A flat ligand whose π bonding distinguishes two directions perpendicular to the bond can violate it. The Hamiltonian also contains only terms quadratic in the spin, while ions with \(S\ge2\) can have fourth-order terms as well.

Within those limits the result helps in reading EPR parameters. If an ion's only ligands are assumed to form one such ring but its measured \(E\) is not zero, then the ligands are not all equivalent, the ring is distorted, or this second-rank additive model is inadequate.

### How the Lean proof cancels the harmonics

`sum_phase_eq_zero` is the geometric sum. Mathlib supplies the fact that \(\zeta\) is a primitive \(n\)-th root of unity, which turns "\(n\) does not divide \(m\)" into \(\zeta^m\neq1\), the step `h1`. Then `geom_sum_eq` gives the quotient \((\zeta^{mn}-1)/(\zeta^m-1)\), whose numerator is zero. The step `hterm` splits each phase into the common factor \(e^{im\varphi}\) and \((\zeta^m)^k\), and the common factor is pulled out of the sum. The lemma is stated for all \(n\), so the empty ring \(n=0\) is dealt with first. `sum_cos_sin_eq_zero` takes real and imaginary parts.

`ligandTensor_harmonics` is the decomposition of a single ligand's tensor, written with one constant matrix for each angular function. After the double-angle formulas have been inserted, `fin_cases` splits the matrix equation into its nine entries. `grind` closes them with the help of \(\sin^2+\cos^2=1\) for \(t\) and for \(p\).

In `sum_ligandTensor_ring`, the steps `d1` and `d2` show that a number \(n\ge3\) divides neither 1 nor 2, because a divisor of a positive number is no larger than that number. This is where the hypothesis is used. The cosine and sine sums for \(m=1\) and \(m=2\) are then zero. One `simp only` call distributes the sum over the five parts of the decomposition, removes the four that carry a harmonic, and counts \(n\) copies of the axial part.

The physical statements follow from this identity. `ring_zfs_parameters` takes the common factor \(b/3\) out of the sum and reads off the diagonal entries. `sign_axialD_ring` rewrites \(D\) as \(\tfrac{3n}{2}\cdot b(\cos^2t-\tfrac13)\) and uses the fact that the sign of a product is the product of the signs, the factor \(\tfrac{3n}{2}\) being positive. `spinHamiltonian_ring` expands the double sum into nine terms. The six with \(i\neq j\) have zero coefficients, which is why no commutator is needed, and `module` matches the coefficients of the three squares. `rhombicE_two_ligands` evaluates the azimuths \(0\) and \(\pi\) and computes \(E\) directly.
